# Exponential Growth of the Relative Walker-Weight Variance for Independent Fragments with Fluctuating Local Energy

Take \(N\) identical molecules, so far apart that they do not interact, with a trial function that is a product over the molecules. In a simplified model of projector Monte Carlo, the molecules are sampled independently and each walker keeps its configuration during the projection time \(\tau\). It then carries a weight \(W=e^{-\tau E}\), where \(E\) is its total local energy. The local energy of each molecule fluctuates from sample to sample. How does the spread of the weights change as molecules are added?

## From one fragment to \(N\)

Let a fragment be in state \(i\), one of finitely many, with probability \(p_i>0\), \(\sum_i p_i=1\), and local energy \(e_i\). The \(e_i\) are not all equal, and \(\tau\neq0\). Write \(w_i=e^{-\tau e_i}\) and

\[
\mu=\sum_i p_i w_i,\qquad s=\sum_i p_i w_i^2,\qquad r=\frac{s}{\mu^2}.
\]

The claim is that \(r>1\), that \(\langle W^2\rangle/\langle W\rangle^2=r^N\), and that the relative variance of \(W\) is \(r^N-1\).

A configuration \(x=(x_k)\) assigns a state to each fragment \(k\). Independence gives it the probability \(P(x)=\prod_k p_{x_k}\). Its energy is \(\sum_k e_{x_k}\), so \(W(x)=\prod_k w_{x_k}\). For every power \(m\),

\[
\langle W^m\rangle=\sum_x\prod_k p_{x_k}w_{x_k}^m=\Big(\sum_i p_i w_i^m\Big)^N .
\]

With \(m=1\) and \(m=2\), \(\langle W\rangle=\mu^N\) and \(\langle W^2\rangle=s^N\), hence \(\langle W^2\rangle/\langle W\rangle^2=s^N/\mu^{2N}=r^N\).

The probabilities \(P(x)\) sum to \((\sum_i p_i)^N=1\). Expanding the square therefore gives

\[
\langle (W-\langle W\rangle)^2\rangle=\langle W^2\rangle-2\langle W\rangle^2+\langle W\rangle^2=\langle W^2\rangle-\langle W\rangle^2,
\]

and division by \(\langle W\rangle^2\) yields \(r^N-1\).

The same identity for one fragment reads \(s-\mu^2=\sum_i p_i(w_i-\mu)^2\). Two states with different energies have different weights, since \(\tau\neq0\) and the exponential is injective. They cannot both have weight \(\mu\), so at least one term is positive. Thus \(s>\mu^2\) and \(r>1\). Conversely, if \(\tau=0\) or all \(e_i\) coincide, every \(w_i\) equals one constant \(c\), and \(r=c^2/c^2=1\).

For \(N+1\) fragments the relative variance is \(r^{N+1}-1\). It is below \(r^{N+1}\), and it exceeds \((r-1)r^N\) by \(r^N-1\ge0\). So

\[
(r-1)\,r^N\le r^{N+1}-1<r^{N+1}.
\]

For two equally likely levels \(\pm\varepsilon\), \(\mu=\cosh\tau\varepsilon\) and \(s=\cosh 2\tau\varepsilon=\cosh^2\tau\varepsilon+\sinh^2\tau\varepsilon\), which gives \(r=1+\tanh^2\tau\varepsilon\).

In this model, at fixed \(\tau\), the number of independent walkers needed to hold the relative standard error of the mean weight fixed therefore grows exponentially with the number of fragments.

## Configurations, weights and means in Lean

The finite type `ι` is the set of states of one fragment.

```lean
import Mathlib

open Finset

namespace WalkerWeightVariance

noncomputable section

variable {ι : Type*} [Fintype ι]
```

A configuration is a function `x : Fin N → ι`. Independence enters through the product form of its probability.

```lean
/-- Probability of a configuration of `N` independent identical fragments. -/
def configProb (p : ι → ℝ) {N : ℕ} (x : Fin N → ι) : ℝ := ∏ k, p (x k)
```

The absence of interaction, together with the product form of the trial function, enters through the additive energy.

```lean
/-- Total energy of a configuration: the sum of the local energies of its fragments. -/
def totalEnergy (e : ι → ℝ) {N : ℕ} (x : Fin N → ι) : ℝ := ∑ k, e (x k)
```

The weight is a single exponential of that energy. Each local energy is thus held fixed during the time `τ`; diffusion along a path, branching and population control are not modelled.

```lean
/-- Walker weight `exp (-τ E)` of a configuration with total energy `E`. -/
def walkerWeight (e : ι → ℝ) (τ : ℝ) {N : ℕ} (x : Fin N → ι) : ℝ :=
  Real.exp (-τ * totalEnergy e x)
```

Means are finite sums over all configurations.

```lean
/-- Mean of an observable over the configurations of `N` fragments. -/
def ensembleMean (p : ι → ℝ) {N : ℕ} (f : (Fin N → ι) → ℝ) : ℝ :=
  ∑ x, configProb p x * f x
```

The next definition is \(r\), with `p` and `e` as given data. The probabilities stand for whatever distribution the walkers are sampled from, and no Hamiltonian or trial function is used to derive them.

```lean
/-- Second moment of the one-fragment weight over its squared mean, for a distribution
`p` whose mean weight is nonzero. -/
def fragmentRatio (p e : ι → ℝ) (τ : ℝ) : ℝ :=
  (∑ i, p i * Real.exp (-τ * e i) ^ 2) / (∑ i, p i * Real.exp (-τ * e i)) ^ 2
```

The relative variance is defined by squared deviations from the mean, so that \(r^N-1\) has to be proved.

```lean
/-- Mean squared deviation of the walker weight of `N` fragments over its squared mean,
for a distribution `p` whose mean weight is nonzero. -/
def relVariance (p e : ι → ℝ) (τ : ℝ) (N : ℕ) : ℝ :=
  ensembleMean p (fun x : Fin N → ι =>
      (walkerWeight e τ x - ensembleMean p (walkerWeight e τ (N := N))) ^ 2) /
    ensembleMean p (walkerWeight e τ (N := N)) ^ 2
```

Another formulation would take the fragment energies as independent, identically distributed random variables on a probability space. That would admit continuous electron coordinates. The sums would become integrals, \(e^{-2\tau e}\) would have to be assumed integrable, and "not all equal" would become "not almost surely constant".

## Factorised moments and the variance identity

The first theorem is the factorisation of \(\langle W^m\rangle\), and it needs no condition on `p`. `Fintype.sum_pow` expands the \(N\)-th power of a sum into a sum over functions `Fin N → ι`. `Real.exp_sum` then turns the exponential of the total energy into a product, and the two sides agree configuration by configuration.

```lean
/-- Every moment of the walker weight of `N` independent fragments is the `N`-th power of
the corresponding one-fragment moment. -/
theorem mean_weight_pow (p e : ι → ℝ) (τ : ℝ) (N m : ℕ) :
    ensembleMean p (fun x : Fin N → ι => walkerWeight e τ x ^ m) =
      (∑ i, p i * Real.exp (-τ * e i) ^ m) ^ N := by
  simp only [ensembleMean, configProb, walkerWeight, totalEnergy]
  rw [Fintype.sum_pow]
  refine Finset.sum_congr rfl fun x _ => ?_
  -- the exponential of the total energy is a product over fragments
  rw [Finset.mul_sum, Real.exp_sum, ← Finset.prod_pow, ← Finset.prod_mul_distrib]
```

The variance identity is stated for any normalised finite family `q`, so it serves both for one fragment and for all \(N\). The step `key` expands the square about an arbitrary number `m`, which is then set to the mean.

```lean
/-- For a normalised finite distribution the mean squared deviation is the second moment
minus the squared mean. -/
theorem variance_identity {α : Type*} [Fintype α] (q f : α → ℝ) (hq : ∑ a, q a = 1) :
    ∑ a, q a * (f a - ∑ b, q b * f b) ^ 2 =
      ∑ a, q a * f a ^ 2 - (∑ b, q b * f b) ^ 2 := by
  have key : ∀ m : ℝ, ∑ a, q a * (f a - m) ^ 2 =
      ∑ a, q a * f a ^ 2 - 2 * m * ∑ a, q a * f a + m ^ 2 * ∑ a, q a := by
    intro m
    rw [Finset.mul_sum, Finset.mul_sum, ← Finset.sum_sub_distrib, ← Finset.sum_add_distrib]
    refine Finset.sum_congr rfl fun a _ => ?_
    ring
  rw [key, hq]
  ring
```

## When the one-fragment ratio exceeds one

The hypotheses `hp`, `hsum`, `he` and `hτ` say that the probabilities are positive, that they sum to one, that two local energies differ, and that \(\tau\neq0\). The sign of \(\tau\) is free. In the proof, `hw` states that two weights differ, `hk` finds a state whose weight is not the mean, and `hvar` concludes that the variance is positive. The identity above converts this into \(\mu^2<s\).

```lean
/-- The one-fragment ratio exceeds one when all states have positive probability, the local
energies are not all equal and `τ` is nonzero. -/
theorem one_lt_fragmentRatio (p e : ι → ℝ) (τ : ℝ) (hp : ∀ i, 0 < p i)
    (hsum : ∑ i, p i = 1) (he : ∃ i j, e i ≠ e j) (hτ : τ ≠ 0) :
    1 < fragmentRatio p e τ := by
  obtain ⟨i, j, hij⟩ := he
  have hμ : 0 < ∑ i, p i * Real.exp (-τ * e i) :=
    Finset.sum_pos (fun k _ => mul_pos (hp k) (Real.exp_pos _)) ⟨i, Finset.mem_univ i⟩
  have hw : Real.exp (-τ * e i) ≠ Real.exp (-τ * e j) := fun h =>
    hij (mul_left_cancel₀ (neg_ne_zero.mpr hτ) (Real.exp_injective h))
  -- two different weights cannot both equal the mean
  have hk : ∃ k, Real.exp (-τ * e k) ≠ ∑ i, p i * Real.exp (-τ * e i) := by
    by_contra h
    push Not at h
    exact hw ((h i).trans (h j).symm)
  obtain ⟨k, hk⟩ := hk
  have hvar : 0 < ∑ a, p a *
      (Real.exp (-τ * e a) - ∑ b, p b * Real.exp (-τ * e b)) ^ 2 :=
    Finset.sum_pos' (fun a _ => mul_nonneg (hp a).le (sq_nonneg _))
      ⟨k, Finset.mem_univ k, mul_pos (hp k) (pow_pos_of_ne hk)⟩
  rw [variance_identity p (fun a => Real.exp (-τ * e a)) hsum] at hvar
  rw [fragmentRatio, lt_div_iff₀ (pow_pos hμ 2)]
  linarith
where
  pow_pos_of_ne {a b : ℝ} (h : a ≠ b) : 0 < (a - b) ^ 2 :=
    sq_pos_of_ne_zero (sub_ne_zero.mpr h)
```

The equivalence takes its forward direction from the previous theorem by contradiction. For the converse, `hc` shows that all weights equal that of a reference state `i₀`, which exists because probabilities over an empty set could not sum to one.

```lean
/-- When all states have positive probability, the one-fragment ratio equals one exactly when `τ` is
zero or all local energies coincide. -/
theorem fragmentRatio_eq_one_iff (p e : ι → ℝ) (τ : ℝ) (hp : ∀ i, 0 < p i)
    (hsum : ∑ i, p i = 1) :
    fragmentRatio p e τ = 1 ↔ τ = 0 ∨ ∀ i j, e i = e j := by
  constructor
  · intro h
    by_contra hcon
    push Not at hcon
    exact (one_lt_fragmentRatio p e τ hp hsum hcon.2 hcon.1).ne' h
  · intro h
    rcases isEmpty_or_nonempty ι with hι | ⟨⟨i₀⟩⟩
    · simp at hsum
    -- in both cases every state carries the same weight
    have hc : ∀ i, Real.exp (-τ * e i) = Real.exp (-τ * e i₀) := by
      intro i
      rcases h with h | h
      · simp [h]
      · rw [h i i₀]
    have h1 : ∑ i, p i * Real.exp (-τ * e i) = Real.exp (-τ * e i₀) := by
      rw [Finset.sum_congr rfl fun i _ => by rw [hc i], ← Finset.sum_mul, hsum, one_mul]
    have h2 : ∑ i, p i * Real.exp (-τ * e i) ^ 2 = Real.exp (-τ * e i₀) ^ 2 := by
      rw [Finset.sum_congr rfl fun i _ => by rw [hc i], ← Finset.sum_mul, hsum, one_mul]
    rw [fragmentRatio, h1, h2]
    exact div_self (pow_ne_zero 2 (Real.exp_pos _).ne')
```

## The power law and its bounds

The main theorem states \(r>1\) and, for every `N`, both formulas. At \(N=0\) the weight is 1 and the relative variance is 0. The proof follows the derivation: `hmean` is \(\langle W\rangle=\mu^N\), `hratio` is the ratio of moments, `hq` is the normalisation of \(P(x)\), and `hvar` applies the variance identity to configurations.

```lean
/-- For `N` independent fragments with positive state probabilities, nonconstant local energies and
nonzero `τ`, the second moment of the walker weight over its squared mean is `r ^ N` and the
relative variance is `r ^ N - 1`, where the one-fragment ratio `r` exceeds one. -/
theorem weight_variance_exponential (p e : ι → ℝ) (τ : ℝ) (hp : ∀ i, 0 < p i)
    (hsum : ∑ i, p i = 1) (he : ∃ i j, e i ≠ e j) (hτ : τ ≠ 0) :
    1 < fragmentRatio p e τ ∧ ∀ N : ℕ,
      ensembleMean p (fun x : Fin N → ι => walkerWeight e τ x ^ 2) /
          ensembleMean p (walkerWeight e τ (N := N)) ^ 2 = fragmentRatio p e τ ^ N ∧
        relVariance p e τ N = fragmentRatio p e τ ^ N - 1 := by
  refine ⟨one_lt_fragmentRatio p e τ hp hsum he hτ, fun N => ?_⟩
  obtain ⟨i, _, _⟩ := he
  have hμ : 0 < ∑ i, p i * Real.exp (-τ * e i) :=
    Finset.sum_pos (fun k _ => mul_pos (hp k) (Real.exp_pos _)) ⟨i, Finset.mem_univ i⟩
  have hmean : ensembleMean p (walkerWeight e τ (N := N)) =
      (∑ i, p i * Real.exp (-τ * e i)) ^ N := by
    simpa only [pow_one] using mean_weight_pow p e τ N 1
  have hratio : ensembleMean p (fun x : Fin N → ι => walkerWeight e τ x ^ 2) /
      ensembleMean p (walkerWeight e τ (N := N)) ^ 2 = fragmentRatio p e τ ^ N := by
    rw [mean_weight_pow, hmean, fragmentRatio, div_pow, pow_right_comm]
  refine ⟨hratio, ?_⟩
  -- the configuration probabilities are normalised
  have hq : ∑ x : Fin N → ι, configProb p x = 1 := by
    simp only [configProb]
    rw [← Fintype.sum_pow, hsum, one_pow]
  have hvar : ensembleMean p (fun x : Fin N → ι =>
      (walkerWeight e τ x - ensembleMean p (walkerWeight e τ (N := N))) ^ 2) =
      ensembleMean p (fun x : Fin N → ι => walkerWeight e τ x ^ 2) -
        ensembleMean p (walkerWeight e τ (N := N)) ^ 2 :=
    variance_identity (configProb p) (walkerWeight e τ) hq
  have hne : ensembleMean p (walkerWeight e τ (N := N)) ^ 2 ≠ 0 := by
    rw [hmean]
    exact pow_ne_zero 2 (pow_pos hμ N).ne'
  rw [relVariance, hvar, sub_div, div_self hne, hratio]
```

The two bounds follow from \(r^N\ge1\), recorded as `h1`, and linear arithmetic.

```lean
/-- The relative weight variance of `N + 1` fragments lies between `(r - 1) r ^ N` and
`r ^ (N + 1)`, where `r` is the one-fragment ratio. -/
theorem relVariance_bounds (p e : ι → ℝ) (τ : ℝ) (hp : ∀ i, 0 < p i)
    (hsum : ∑ i, p i = 1) (he : ∃ i j, e i ≠ e j) (hτ : τ ≠ 0) (N : ℕ) :
    (fragmentRatio p e τ - 1) * fragmentRatio p e τ ^ N ≤ relVariance p e τ (N + 1) ∧
      relVariance p e τ (N + 1) < fragmentRatio p e τ ^ (N + 1) := by
  obtain ⟨hr, h⟩ := weight_variance_exponential p e τ hp hsum he hτ
  have h1 : 1 ≤ fragmentRatio p e τ ^ N := one_le_pow₀ hr.le
  rw [(h (N + 1)).2, pow_succ]
  constructor <;> linarith
```

In the two-level case the states are the elements of `Fin 2`, each with probability one half. The proof writes \(a=e^{\tau\varepsilon}\) and \(b=e^{-\tau\varepsilon}\), after which both sides equal \(2(a^2+b^2)/(a+b)^2\). The formula also holds at \(\varepsilon=0\) or \(\tau=0\), where \(r=1\).

```lean
/-- For a fragment with two equally likely local energies `-ε` and `ε`, the one-fragment
ratio is `1 + tanh² (τ ε)`. -/
theorem fragmentRatio_two_level (ε τ : ℝ) :
    fragmentRatio (fun _ : Fin 2 => (1 / 2 : ℝ)) ![-ε, ε] τ =
      1 + Real.tanh (τ * ε) ^ 2 := by
  have h0 : -τ * -ε = τ * ε := by ring
  have h1 : -τ * ε = -(τ * ε) := by ring
  simp only [fragmentRatio, Fin.sum_univ_two, Matrix.cons_val_zero, Matrix.cons_val_one]
  rw [h0, h1, Real.tanh_eq_sinh_div_cosh, Real.sinh_eq, Real.cosh_eq]
  have ha := Real.exp_pos (τ * ε)
  have hb := Real.exp_pos (-(τ * ε))
  generalize Real.exp (τ * ε) = a at *
  generalize Real.exp (-(τ * ε)) = b at *
  have hab : a + b ≠ 0 := (add_pos ha hb).ne'
  rw [show 1 / 2 * a + 1 / 2 * b = (a + b) / 2 by ring]
  field_simp
  ring

end

end WalkerWeightVariance
```

```lean
#print axioms WalkerWeightVariance.fragmentRatio_eq_one_iff
#print axioms WalkerWeightVariance.weight_variance_exponential
#print axioms WalkerWeightVariance.relVariance_bounds
#print axioms WalkerWeightVariance.fragmentRatio_two_level
```

```
'WalkerWeightVariance.fragmentRatio_eq_one_iff' depends on axioms: [propext, Classical.choice, Quot.sound]
'WalkerWeightVariance.weight_variance_exponential' depends on axioms: [propext, Classical.choice, Quot.sound]
'WalkerWeightVariance.relVariance_bounds' depends on axioms: [propext, Classical.choice, Quot.sound]
'WalkerWeightVariance.fragmentRatio_two_level' depends on axioms: [propext, Classical.choice, Quot.sound]
```
